# The largest-gap rule can select fewer orbitals for a larger matrix

The largest-gap rule puts the eigenvalues of a real symmetric matrix in decreasing order and keeps the orbitals (orthonormal eigenvectors) above the widest gap, which must be strictly wider than every other consecutive gap. The theorem `gap_rule_not_monotone` shows by a 3 × 3 example that the number kept can fall when the matrix grows: diag(3/5, 1/2, 0) lies below diag(1, 1/2, 2/5) in the semidefinite order, meaning that its quadratic form is nowhere greater, yet the rule selects two orbitals for the first and one for the second. The attempt takes the identity matrix as the matrix of eigenvectors in both cases, leaves the list of eigenvalues for Lean to find, and checks the order and the gaps entry by entry.

This version doesn't compile in Lean 4 with Mathlib:

```lean
import Mathlib

open Matrix Finset

namespace GapRuleNotMonotone

noncomputable section

variable {n : Type*} [Fintype n] [DecidableEq n]

/-- The semidefinite order on real symmetric matrices: the quadratic form of `M` nowhere
exceeds that of `M'`. -/
def SemidefLE (M M' : Matrix n n ℝ) : Prop :=
  ∀ x : n → ℝ, x ⬝ᵥ M *ᵥ x ≤ x ⬝ᵥ M' *ᵥ x

/-- The columns of `U` are orthonormal eigenvectors (orbitals) of `M`, with eigenvalues `e`. -/
def IsEigensystem (M U : Matrix n n ℝ) (e : n → ℝ) : Prop :=
  Uᵀ * U = 1 ∧ M * U = U * diagonal e

/-- The largest-gap rule selects `k` orbitals of `M`: with the eigenvalues in decreasing order,
the gap after the `k`-th one is strictly larger than every other consecutive gap. -/
def GapSelects {m : ℕ} (M : Matrix (Fin (m + 1)) (Fin (m + 1)) ℝ) (k : ℕ) : Prop :=
  ∃ U e, IsEigensystem M U e ∧ Antitone e ∧ ∃ j : Fin m, (j : ℕ) + 1 = k ∧
    ∀ i, i ≠ j → e i.castSucc - e i.succ < e j.castSucc - e j.succ

/-- The largest-gap rule is not monotone: `diag(3/5, 1/2, 0) ≤ diag(1, 1/2, 2/5)` in the
semidefinite order, but the rule selects two orbitals for the first and one for the second. -/
theorem gap_rule_not_monotone :
    SemidefLE (diagonal ![(3 / 5 : ℝ), 1 / 2, 0]) (diagonal ![(1 : ℝ), 1 / 2, 2 / 5]) ∧
    GapSelects (m := 2) (diagonal ![(3 / 5 : ℝ), 1 / 2, 0]) 2 ∧
    GapSelects (m := 2) (diagonal ![(1 : ℝ), 1 / 2, 2 / 5]) 1 := by
  refine ⟨?_, ⟨1, _, ⟨by simp, by simp⟩, ?_, 1, rfl, ?_⟩,
    ⟨1, _, ⟨by simp, by simp⟩, ?_, 0, rfl, ?_⟩⟩
  · intro x
    have hd : ∀ i, ![(3 / 5 : ℝ), 1 / 2, 0] i ≤ ![(1 : ℝ), 1 / 2, 2 / 5] i := by
      intro i
      fin_cases i
      · change (3 / 5 : ℝ) ≤ 1; norm_num
      · exact le_refl (1 / 2 : ℝ)
      · change (0 : ℝ) ≤ 2 / 5; norm_num
    simp only [dotProduct, mulVec_diagonal]
    apply sum_le_sum
    intro i _
    nlinarith [mul_le_mul_of_nonneg_right (hd i) (mul_self_nonneg (x i))]
  · rw [Fin.antitone_iff_succ_le]
    intro i
    fin_cases i
    · change (1 / 2 : ℝ) ≤ 3 / 5; norm_num
    · change (0 : ℝ) ≤ 1 / 2; norm_num
  · intro i hi
    fin_cases i
    · change (3 / 5 : ℝ) - 1 / 2 < 1 / 2 - 0; norm_num
    · exact absurd rfl hi
  · rw [Fin.antitone_iff_succ_le]
    intro i
    fin_cases i
    · change (1 / 2 : ℝ) ≤ 1; norm_num
    · change (2 / 5 : ℝ) ≤ 1 / 2; norm_num
  · intro i hi
    fin_cases i
    · exact absurd rfl hi
    · change (1 / 2 : ℝ) - 2 / 5 < 1 - 1 / 2; norm_num

end

end GapRuleNotMonotone
```

The compiler's answer:

```
Main.lean:32:31: error: unsolved goals
⊢ ∀ (i : Fin 3), ![3 / 5, 2⁻¹, 0] i = ?m.139 i
Main.lean:33:21: error: unsolved goals
⊢ ∀ (i : Fin 3), ![1, 2⁻¹, 2 / 5] i = ?m.164 i
Main.lean:31:65: error: unsolved goals
⊢ SemidefLE (diagonal ![3 / 5, 1 / 2, 0]) (diagonal ![1, 1 / 2, 2 / 5]) ∧
    GapSelects (diagonal ![3 / 5, 1 / 2, 0]) 2 ∧ GapSelects (diagonal ![1, 1 / 2, 2 / 5]) 1
```

Diagnosis. The first two messages come from the second `by simp` in each eigensystem, which has to prove `M * U = U * diagonal e`. The eigenvalues `e` were given as `_`, so they are still unknown at that point, shown as `?m.139` and `?m.164`. With `U = 1`, `simp` reduces the equation to the claim that the diagonal of `M` agrees with the unknown `e` at every index. It stops there, because it simplifies the goal but does not choose a value for an unknown that comes from outside it.

The third message shows the whole theorem still open. It points to no further fault, since the `refine` that was to split the theorem into parts had not gone through.

The repair writes out the two lists of eigenvalues, `![(3 / 5 : ℝ), 1 / 2, 0]` and `![(1 : ℝ), 1 / 2, 2 / 5]`, in place of the two `_`. Each equation then has the same diagonal matrix on both sides once the products with `1` are simplified, and `simp` closes it.

This version goes through:

```diff
@@ -30,6 +30,6 @@
     GapSelects (m := 2) (diagonal ![(3 / 5 : ℝ), 1 / 2, 0]) 2 ∧
     GapSelects (m := 2) (diagonal ![(1 : ℝ), 1 / 2, 2 / 5]) 1 := by
-  refine ⟨?_, ⟨1, _, ⟨by simp, by simp⟩, ?_, 1, rfl, ?_⟩,
-    ⟨1, _, ⟨by simp, by simp⟩, ?_, 0, rfl, ?_⟩⟩
+  refine ⟨?_, ⟨1, ![(3 / 5 : ℝ), 1 / 2, 0], ⟨by simp, by simp⟩, ?_, 1, rfl, ?_⟩,
+    ⟨1, ![(1 : ℝ), 1 / 2, 2 / 5], ⟨by simp, by simp⟩, ?_, 0, rfl, ?_⟩⟩
   · intro x
     have hd : ∀ i, ![(3 / 5 : ℝ), 1 / 2, 0] i ≤ ![(1 : ℝ), 1 / 2, 2 / 5] i := by
```
